# Tree-level Ward identity on one electron line: the insertions of a contracted photon vertex sum to zero between on-shell spinors

Compute Compton scattering from only one of its two tree diagrams, and the amplitude depends on an arbitrary choice. The polarisation vector ε of a photon with momentum k can be replaced by ε + ck, for any number c, without changing the physical state. The amplitude then changes by c times the same diagram with k in place of ε. That diagram is in general not zero, so the predicted rate would depend on c. In the algebraic example at the end of this note it equals 3 for the unnormalised spinors chosen there.

The change vanishes when the photon is attached at every possible place on the line. This holds at tree level for a single open electron line with any number of other vertices, provided that those vertices do not depend on the electron's momentum, the end legs are on shell and the propagators are exact inverses. A program that evaluates such amplitudes can be tested by putting k in place of ε and looking for zero.

## The line and its insertions

An electron line with n vertices G_1, …, G_n has n + 1 segments, numbered 0 to n in the direction of the electron. Operators act to the right, so later vertices stand further left. On segment j the electron has momentum p_j before it absorbs the photon, and the inverse propagator is

D_j = γ·p_j − m,

where γ·p is the contraction of the Dirac matrices with p, and m is the mass. The photon vertex contracted with k is K = γ·k. Let S_j be the propagator on segment j before absorption and S'_j the one after it. Factors of i and of the charge are the same for every insertion and are left out. The vertices G_j are taken not to depend on the electron's momentum, as in QED, so each is the same before and after absorption.

If the photon enters on segment j, the part of the line to its right is

A_j = S_j G_j ⋯ S_1 G_1, with A_0 = 1,

and the part to its left is

B_j = G_n S'_{n−1} ⋯ G_{j+1} S'_j, with B_n = 1.

The sum over insertions is

I_n = B_0 K A_0 + B_1 K A_1 + ⋯ + B_n K A_n.

In the code all of these are elements of an arbitrary ring `R`, so nothing is assumed to commute. Sequences are functions on the natural numbers, of which only the entries named above matter.

In Lean 4 with Mathlib:

```lean
import Mathlib

open Matrix

namespace TreeWardIdentity

noncomputable section

variable {R : Type*} [Ring R]
```

A_j is `incoming G S j`.

```lean
/-- The electron line before the photon is absorbed: the product
`S_j G_j ⋯ S_1 G_1` of vertices and propagators. -/
def incoming (G S : ℕ → R) : ℕ → R
  | 0 => 1
  | j + 1 => S (j + 1) * G (j + 1) * incoming G S j
```

The last argument of `outgoing` counts the vertices still to come. The code calls it `k`, which is a whole number there and not the photon momentum. So B_j is `outgoing G S' j (n - j)`.

```lean
/-- The electron line after the photon is absorbed on segment `j`, with `k` vertices to follow:
the product `G_{j+k} S'_{j+k-1} ⋯ G_{j+1} S'_j`. -/
def outgoing (G S' : ℕ → R) (j : ℕ) : ℕ → R
  | 0 => 1
  | k + 1 => G (j + k + 1) * S' (j + k) * outgoing G S' j k
```

`insertionSum` is I_n, without external spinors.

```lean
/-- The sum over all `n + 1` insertions of the photon vertex `K` on an electron line with
`n` other vertices, external spinors removed. -/
def insertionSum (K : R) (G S S' : ℕ → R) (n : ℕ) : R :=
  ∑ j ∈ Finset.range (n + 1), outgoing G S' j (n - j) * K * incoming G S j
```

## The same K on every segment

Absorbing the photon changes the inverse propagator from D_j to

D'_j = D_j + K,

with the same K for every j. For the Dirac electron this is the equation γ·(p_j + k) − m = (γ·p_j − m) + γ·k. It says that the photon couples to every segment with the same charge, and that absorption leaves the mass unchanged.

By hand, this assumption splits each insertion into two parts:

B_j K A_j = B_j D'_j A_j − B_j D_j A_j.

In the code there is no separate symbol for D'_j. The assumption is built into the expressions `D j + K` and `D n + K` in the other hypotheses.

Suppose instead that the photon couples with strength c_j on segment j, while the propagators stay as they are. For n = 1 and on-shell spinors w and u, the sum becomes (c_0 − c_1) w G_1 u. This situation arises when G_1 emits a charged particle and the electron turns into a neutrino; the diagram in which the photon attaches to the emitted particle is then needed as well.

## Propagators that invert the Dirac operators

Two families of relations say that the internal lines carry true propagators:

S'_j D'_j = 1 for 0 ≤ j ≤ n − 1,

D_j S_j = 1 for 1 ≤ j ≤ n.

They are `hS'` and `hS`; the latter is written with `j + 1` so that both run over `j < n`. Physically, no internal line sits on its mass shell, where the Dirac operator has no inverse. In Compton scattering this requires (p_0 + k)² ≠ m² and p_1² ≠ m². Only the stated order of each product is assumed.

For the derivation by hand, let

X_j = B_j G_j A_{j−1}, for 1 ≤ j ≤ n.

This is the insertion B_j K A_j with the photon vertex and the propagator S_j taken out: a line of n vertices whose propagators are the S before G_j and the S' after it. For j < n we have B_j = B_{j+1} G_{j+1} S'_j, so the first relation gives

B_j D'_j A_j = B_{j+1} G_{j+1} A_j = X_{j+1}.

For j ≥ 1 we have A_j = S_j G_j A_{j−1}, so the second relation gives

B_j D_j A_j = B_j G_j A_{j−1} = X_j.

When n ≥ 1, the insertions are therefore

B_0 K A_0 = X_1 − B_0 D_0,

B_j K A_j = X_{j+1} − X_j, for 1 ≤ j ≤ n − 1,

B_n K A_n = D'_n A_n − X_n.

Every X_j appears once with each sign, and the sum is

I_n = D'_n A_n − B_0 D_0.

For n = 0 the same formula reads K = D'_0 − D_0.

On a segment with propagators on both sides of the photon, the two relations combine into

S'_j K S_j = S'_j (D'_j − D_j) S_j = S_j − S'_j.

The first lemma proves this. Its intermediate step `h` is S'K = 1 − S'D, and multiplication by S on the right finishes it.

```lean
/-- On an internal line, the photon vertex between two propagators is the difference of the
propagators before and after absorption. -/
theorem propagator_identity {D K S S' : R} (hS : D * S = 1) (hS' : S' * (D + K) = 1) :
    S' * K * S = S - S' := by
  have h : S' * K = 1 - S' * D := by
    rw [← hS', mul_add]
    abel
  rw [h, sub_mul, one_mul, mul_assoc, hS, mul_one]
```

The general proof uses the two relations separately and goes by induction on n. It needs to know how the sum grows when a vertex is added. Every earlier insertion gains the factor G_{n+1} S'_n on the left, and one new insertion appears on the last segment:

I_{n+1} = G_{n+1} S'_n I_n + K A_{n+1}.

The lemma `insertionSum_succ` separates the last term of the sum and takes the common factor out of the rest.

```lean
/-- Adding one vertex at the end of the line extends every earlier insertion and adds one new
insertion, on the last segment. -/
theorem insertionSum_succ (K : R) (G S S' : ℕ → R) (n : ℕ) :
    insertionSum K G S S' (n + 1) =
      G (n + 1) * S' n * insertionSum K G S S' n + K * incoming G S (n + 1) := by
  unfold insertionSum
  have h : ∀ j ∈ Finset.range (n + 1),
      outgoing G S' j (n + 1 - j) * K * incoming G S j =
        G (n + 1) * S' n * (outgoing G S' j (n - j) * K * incoming G S j) := by
    intro j hj
    have hj' := Finset.mem_range.mp hj
    have e1 : n + 1 - j = (n - j) + 1 := by omega
    have e2 : j + (n - j) = n := by omega
    rw [e1]
    simp only [outgoing, e2, mul_assoc]
  rw [Finset.sum_range_succ, Finset.sum_congr rfl h, Finset.mul_sum]
  simp only [Nat.sub_self, outgoing, one_mul]
```

In the induction step, `e1` uses `hS'` to cancel S'_n against D_n + K, which leaves G_{n+1} A_n. Then `e2` uses `hS` to show that this equals D_{n+1} A_{n+1}. Together with the new term K A_{n+1} it makes (D_{n+1} + K) A_{n+1}, the left end term for the longer line. These are the two cancellations made by hand, carried out one vertex at a time.

```lean
/-- Off-shell identity: the sum over insertions equals the difference of two end terms, the first
containing the inverse propagator of the outgoing leg and the second that of the incoming leg. -/
theorem insertionSum_off_shell (D G S S' : ℕ → R) (K : R) (n : ℕ)
    (hS : ∀ j < n, D (j + 1) * S (j + 1) = 1)
    (hS' : ∀ j < n, S' j * (D j + K) = 1) :
    insertionSum K G S S' n =
      (D n + K) * incoming G S n - outgoing G S' 0 n * D 0 := by
  induction n with
  | zero => simp [insertionSum, incoming, outgoing]
  | succ n ih =>
    have ih' := ih (fun j hj => hS j (by omega)) (fun j hj => hS' j (by omega))
    have a := hS n (by omega)
    have b := hS' n (by omega)
    have hL : outgoing G S' 0 (n + 1) = G (n + 1) * S' n * outgoing G S' 0 n := by
      simp only [outgoing, Nat.zero_add]
    have hR : incoming G S (n + 1) = S (n + 1) * G (n + 1) * incoming G S n := rfl
    -- the propagator after absorption cancels its inverse
    have e1 : G (n + 1) * S' n * ((D n + K) * incoming G S n) =
        G (n + 1) * incoming G S n := by
      rw [mul_assoc, ← mul_assoc (S' n), b, one_mul]
    -- the propagator before absorption cancels its inverse
    have e2 : D (n + 1) * incoming G S (n + 1) = G (n + 1) * incoming G S n := by
      rw [hR, ← mul_assoc, ← mul_assoc, a, one_mul]
    rw [insertionSum_succ, ih', mul_sub, e1, hL, add_mul, e2,
      ← mul_assoc (G (n + 1) * S' n)]
    abel
```

If a propagator is not an exact inverse, a remainder survives. A failure of D_j S_j = 1 adds

B_j (1 − D_j S_j) G_j A_{j−1}

to the sum, and a failure of S'_j D'_j = 1 adds

−B_{j+1} G_{j+1} (1 − S'_j D'_j) A_j.

For example, a constant width term iδ put by hand into one propagator, so that (D_j + iδ) S_j = 1, gives 1 − D_j S_j = iδ S_j. The amplitude then generally depends on the choice of c again.

## End legs that obey the Dirac equation

The remaining hypotheses concern the external electron:

D_0 u = 0 and w D'_n = 0.

The incoming spinor u solves the free Dirac equation with momentum p_0. The outgoing row spinor w, usually written ū(p_n + k), solves the adjoint equation with the momentum that the electron has after absorption. In the code these are `hu` and `hw`.

By hand they enter only at the last step:

w I_n u = (w D'_n) A_n u − w B_0 (D_0 u) = 0.

The ring version does the same by regrouping products until `hw` and `hu` apply. Here `u` and `w` are themselves ring elements.

```lean
/-- Ward identity in any ring: between external factors obeying the free equations of motion,
the sum over all insertions of the photon vertex vanishes. -/
theorem ward_identity (D G S S' : ℕ → R) (K u w : R) (n : ℕ)
    (hS : ∀ j < n, D (j + 1) * S (j + 1) = 1)
    (hS' : ∀ j < n, S' j * (D j + K) = 1)
    (hu : D 0 * u = 0) (hw : w * (D n + K) = 0) :
    w * insertionSum K G S S' n * u = 0 := by
  rw [insertionSum_off_shell D G S S' K n hS hS', mul_sub, sub_mul, ← mul_assoc w, hw,
    mul_assoc w, mul_assoc (outgoing G S' 0 n), hu]
  simp
```

For actual spinors the line consists of square matrices over a commutative ring `A`, such as the complex numbers, with a finite index set `ι`, which has four elements for the Dirac electron in 3+1 dimensions. The symbols `*ᵥ` and `ᵥ*` denote a matrix acting on a column and on a row, and `⬝ᵥ` is the sum of products of components. It includes no complex conjugation, so `w` is already the adjoint spinor. The proof inserts the off-shell identity, lets D_0 act on `u` and D_n + K on `w`, and both terms vanish.

```lean
section Spinors

variable {A ι : Type*} [CommRing A] [Fintype ι] [DecidableEq ι]

/-- Ward identity for spinors: with matrices on the electron line, a column spinor `u` and a row
spinor `w` obeying the free equations, the summed amplitude vanishes. -/
theorem ward_identity_spinor (D G S S' : ℕ → Matrix ι ι A) (K : Matrix ι ι A)
    (u w : ι → A) (n : ℕ)
    (hS : ∀ j < n, D (j + 1) * S (j + 1) = 1)
    (hS' : ∀ j < n, S' j * (D j + K) = 1)
    (hu : D 0 *ᵥ u = 0) (hw : w ᵥ* (D n + K) = 0) :
    w ⬝ᵥ (insertionSum K G S S' n *ᵥ u) = 0 := by
  rw [insertionSum_off_shell D G S S' K n hS hS', Matrix.sub_mulVec, dotProduct_sub,
    ← Matrix.mulVec_mulVec, ← Matrix.mulVec_mulVec, hu, Matrix.mulVec_zero, dotProduct_zero,
    Matrix.dotProduct_mulVec, hw, zero_dotProduct, sub_zero]
```

Without the equations of motion the two end terms remain. This is the case when the line is part of a larger diagram and its ends are virtual. The off-shell identity still holds there, but the sum is in general not zero.

The theorems concern one open line with a fixed order of the other vertices. Closed loops and the relation between renormalised vertex and self-energy are not treated. Momentum conservation is not imposed either: it enters only through the choice of the D_j.

## Compton scattering as the case of one vertex

For n = 1 the vertex G emits the outgoing photon, and the sum has two terms:

w (G S'_0 K + K S_1 G) u = 0.

In the first, the incoming photon is absorbed before the emission; in the second, after it. By hand, K u = D'_0 u turns the first diagram into w G u, and w K = −w D_1 turns the second into −w G u. The proof applies the spinor theorem with n = 1, and the step `e` identifies the insertion sum with the two diagrams.

```lean
/-- Compton scattering: the two tree diagrams, with the photon `K` absorbed before or after the
vertex `G`, add up to zero between on-shell spinors. -/
theorem compton_ward_identity (D₀ D₁ K G S₁ S₀' : Matrix ι ι A) (u w : ι → A)
    (hS : D₁ * S₁ = 1) (hS' : S₀' * (D₀ + K) = 1)
    (hu : D₀ *ᵥ u = 0) (hw : w ᵥ* (D₁ + K) = 0) :
    w ⬝ᵥ ((G * S₀' * K + K * S₁ * G) *ᵥ u) = 0 := by
  let D : ℕ → Matrix ι ι A := fun j => match j with
    | 0 => D₀
    | _ + 1 => D₁
  have h := ward_identity_spinor D (fun _ => G) (fun _ => S₁) (fun _ => S₀') K u w 1
    (fun _ _ => hS)
    (fun j hj => by
      obtain rfl : j = 0 := by omega
      exact hS')
    hu hw
  -- for one vertex the insertion sum consists of the two Compton diagrams
  have e : insertionSum K (fun _ => G) (fun _ => S₁) (fun _ => S₀') 1 =
      G * S₀' * K + K * S₁ * G :=
    (insertionSum_succ K _ _ _ 0).trans
      (by simp [insertionSum, incoming, outgoing, mul_assoc])
  rwa [e] at h

end Spinors
```

## An electron at rest in 1+1 dimensions

With two-component spinors the hypotheses can be met by explicit numbers. The matrix `diracOp E p m` is γ⁰E − γ¹p − m, where γ⁰ = diag(1, −1) and γ¹ has the rows (0, 1) and (−1, 0).

```lean
/-- The Dirac operator `γ⁰E - γ¹p - m` in 1+1 dimensions, for energy `E`, momentum `p` and
mass `m`. -/
def diracOp (E p m : ℝ) : Matrix (Fin 2) (Fin 2) ℝ :=
  !![E - m, -p; p, -E - m]
```

In units of the electron mass, and with momenta written as (energy, momentum), the electron starts at (1, 0) and absorbs a photon with k = (1/2, 1/2). The emitted photon has (1/4, −1/4), and the electron ends at (5/4, 3/4). If the emission comes first, the intermediate momentum is (3/4, 1/4), which is the argument of D_1. The vertex is G = γ⁰, the time component of the coupling to the emitted photon. This is not a physical polarisation, and a photon in 1+1 dimensions has no transverse one, so the example tests the algebra and does not give a scattering rate.

The first four parts of `compton_witness` are the hypotheses of the Compton theorem: the two inverse relations and the two equations of motion. The fifth evaluates the diagram in which absorption comes first and finds 3. By the Compton identity the other diagram is −3, so the zero comes from a cancellation between nonzero terms.

The spinors u = (1, 0) and w = (3, −1) are not normalised alike: ūu is 1 for the incoming electron and 8 for the outgoing one. With ūu = 1 for both, the diagrams are ±3/(2√2), about ±1.06. The proof checks each matrix equation entry by entry.

```lean
/-- Explicit Compton kinematics in 1+1 dimensions, with an electron of mass 1 at rest and a photon
of energy 1/2, meet all hypotheses of the Compton identity, and one diagram alone equals 3. -/
theorem compton_witness :
    diracOp (3/4) (1/4) 1 * !![-7/2, 1/2; -1/2, -1/2] = 1 ∧
    !![5/2, -1/2; 1/2, -1/2] * (diracOp 1 0 1 + diracOp (1/2) (1/2) 0) = 1 ∧
    diracOp 1 0 1 *ᵥ ![1, 0] = 0 ∧
    ![3, -1] ᵥ* (diracOp (3/4) (1/4) 1 + diracOp (1/2) (1/2) 0) = 0 ∧
    ![3, -1] ⬝ᵥ ((diracOp 1 0 0 * !![5/2, -1/2; 1/2, -1/2] * diracOp (1/2) (1/2) 0) *ᵥ
      ![1, 0]) = 3 := by
  refine ⟨?_, ?_, ?_, ?_, ?_⟩
  · ext i j
    fin_cases i <;> fin_cases j <;>
      simp [diracOp, Matrix.mul_apply, Fin.sum_univ_succ] <;> norm_num
  · ext i j
    fin_cases i <;> fin_cases j <;>
      simp [diracOp, Matrix.mul_apply, Fin.sum_univ_succ] <;> norm_num
  · ext i
    fin_cases i <;> simp [diracOp, Matrix.mulVec, dotProduct, Fin.sum_univ_succ]
  · ext i
    fin_cases i <;>
      simp [diracOp, Matrix.vecMul, dotProduct, Fin.sum_univ_succ] <;> norm_num
  · simp [diracOp, Matrix.mulVec, dotProduct, Matrix.mul_apply, Fin.sum_univ_succ]
    norm_num

end

end TreeWardIdentity
```

```lean
#print axioms TreeWardIdentity.propagator_identity
-- 'TreeWardIdentity.propagator_identity' depends on axioms: [propext]
#print axioms TreeWardIdentity.ward_identity
-- 'TreeWardIdentity.ward_identity' depends on axioms: [propext, Classical.choice, Quot.sound]
#print axioms TreeWardIdentity.compton_ward_identity
-- 'TreeWardIdentity.compton_ward_identity' depends on axioms: [propext, Classical.choice, Quot.sound]
```
